# Matching phase shift and scattering length of the attractive square well

A slow particle of mass $m$ meets a short-ranged attractive potential, constant inside a sphere of radius $R$ and zero outside. In the s-wave channel the well only shifts the phase of the wave outside. Which shift $d(k)$ joins the outer wave of wave number $k$ smoothly to the inner one, and, on the branch where $d$ vanishes with $k$, which length does $-d(k)/k$ approach as the energy goes to zero? Both have closed answers away from the poles of a tangent: at the given $k$ for the join, at $k=0$ for the limit.

```lean
import Mathlib

open Real Filter Topology

namespace SquareWellScattering

noncomputable section
```

## Radial waves inside and outside the well

Take units $2m/\hbar^2=1$, so the energy is $k^2$ and the potential is $-K_0^2$ for $r<R$. The condition $K_0>0$ says that the well has nonzero depth. With $\psi$ the spherically symmetric wave function, $u(r)=r\psi(r)$ obeys $u''=-(k^2+K_0^2)u$ inside and $u''=-k^2u$ outside. The interior wave number is therefore $K=\sqrt{k^2+K_0^2}$.

```lean
/-- Wave number `K = √(k² + K0²)` inside a well of depth `K0²`, for exterior wave number `k`. -/
def innerK (K0 k : ℝ) : ℝ := √(k ^ 2 + K0 ^ 2)
```

Regularity demands $u(0)=0$, so $u\propto\sin Kr$ inside, while outside $u\propto\sin(kr+d)$. Continuity of $u'/u$ at $R$ reads $K\cot KR=k\cot(kR+d)$, that is $\tan(kR+d)=k\tan(KR)/K$. This determines $d$ up to a multiple of $\pi$, and the principal arctangent fixes the branch:
$$d(k)=\arctan\frac{k\tan KR}{K}-kR,\qquad d(0)=0 .$$

```lean
/-- The s-wave phase shift `d(k) = arctan(k tan(KR)/K) - kR` of a well of radius `R`. -/
def phaseShift (R K0 k : ℝ) : ℝ :=
  arctan (k * tan (innerK K0 k * R) / innerK K0 k) - k * R
```

The two waves are definitions with unit amplitude, functions of every real $r$. The radial equation itself is not formalised, nor are higher partial waves or bound states.

```lean
/-- The interior radial wave `sin(Kr)`. -/
def interiorWave (K0 k r : ℝ) : ℝ := sin (innerK K0 k * r)

/-- The exterior radial wave `sin(kr + d(k))`. -/
def exteriorWave (R K0 k r : ℝ) : ℝ := sin (k * r + phaseShift R K0 k)
```

At zero energy the exterior solution is a straight line $u\propto r-a$, whose intercept $a$ is the scattering length. Matching gives $K_0\cot K_0R=1/(R-a)$, hence $a=R-\tan(K_0R)/K_0$. In the file $a$ is defined by this formula, and its link to $d$ is a theorem below.

```lean
/-- The scattering length `a = R - tan(K0 R)/K0`. -/
def scatteringLength (R K0 : ℝ) : ℝ := R - tan (K0 * R) / K0
```

Since $k^2+K_0^2>0$, $K$ is positive for every $k$, and $K(0)=\sqrt{K_0^2}=K_0$ because $K_0$ is positive.

```lean
/-- For `K0 > 0` the interior wave number is positive at every `k`. -/
theorem innerK_pos {K0 : ℝ} (hK0 : 0 < K0) (k : ℝ) : 0 < innerK K0 k :=
  Real.sqrt_pos.2 (by positivity)

/-- For `K0 > 0` the interior wave number at zero energy is `K0`. -/
theorem innerK_zero {K0 : ℝ} (hK0 : 0 < K0) : innerK K0 0 = K0 := by
  unfold innerK
  rw [show (0 : ℝ) ^ 2 + K0 ^ 2 = K0 ^ 2 by ring, Real.sqrt_sq hK0.le]
```

One chain-rule formula serves both waves: for real $q$ and $\delta$, the slope of $\sin(qr+\delta)$ is $q\cos(qr+\delta)$.

```lean
/-- The slope of the wave `sin(qr + δ)` is `q cos(qr + δ)`. -/
theorem deriv_wave (q δ r : ℝ) :
    deriv (fun x => sin (q * x + δ)) r = q * cos (q * r + δ) := by
  have h := (((hasDerivAt_id' r).const_mul q).add_const δ).sin
  have h' : HasDerivAt (fun x => sin (q * x + δ)) (q * cos (q * r + δ)) r :=
    h.congr_deriv (by ring)
  exact h'.deriv
```

## The smooth join at the edge

Let $k\neq0$ and $\cos KR\neq0$. Put $x=k\tan(KR)/K$, so that $kR+d=\arctan x$. An arctangent lies in $(-\pi/2,\pi/2)$, so $\cos(kR+d)>0$, and $\sin(kR+d)=x\cos(kR+d)$. Multiplying by $K\cos KR$ gives
$$K\cos KR\,\sin(kR+d)=k\sin KR\,\cos(kR+d),$$
the vanishing of the Wronskian of the two waves at $R$. Choose
$$A=\frac{K\cos KR}{k\cos(kR+d)}\neq0 .$$
The interior slope $K\cos KR$ is then $A$ times the exterior slope by construction, and the Wronskian identity divided by $k\cos(kR+d)$ gives $\sin KR=A\sin(kR+d)$.

`smooth_matching` states that some nonzero $A$ relates both value and slope at $R$; for an exterior wave of unit amplitude the interior one has amplitude $1/A$. It places no sign condition on $R$ or $k$. In the proof `h` identifies the edge phase with the arctangent, `key` and `hC` are its two properties, `hW` is the Wronskian identity, and `hin`, `hout` are the slopes. After $A$ is supplied, `linear_combination -hW` settles the values and `div_mul_cancel₀` the slopes.

```lean
/-- For `K0 > 0`, where `cos(KR) ≠ 0` and `k ≠ 0`, value and slope at `R` of the interior wave are
one nonzero amplitude times those of the exterior wave. -/
theorem smooth_matching {R K0 k : ℝ} (hK0 : 0 < K0) (hk : k ≠ 0)
    (hc : cos (innerK K0 k * R) ≠ 0) :
    ∃ A : ℝ, A ≠ 0 ∧ interiorWave K0 k R = A * exteriorWave R K0 k R ∧
      deriv (interiorWave K0 k) R = A * deriv (exteriorWave R K0 k) R := by
  have hK := (innerK_pos hK0 k).ne'
  -- the exterior phase at the edge is an arctangent
  have h : k * R + phaseShift R K0 k
      = arctan (k * tan (innerK K0 k * R) / innerK K0 k) := by
    unfold phaseShift
    ring
  have key : ∀ x : ℝ, sin (arctan x) = x * cos (arctan x) := fun x => by
    have ht := tan_arctan x
    rw [tan_eq_sin_div_cos, div_eq_iff (cos_arctan_pos x).ne'] at ht
    exact ht
  have hC : cos (k * R + phaseShift R K0 k) ≠ 0 := by
    rw [h]
    exact (cos_arctan_pos _).ne'
  -- vanishing Wronskian at the edge
  have hW : innerK K0 k * cos (innerK K0 k * R) * sin (k * R + phaseShift R K0 k)
      = k * sin (innerK K0 k * R) * cos (k * R + phaseShift R K0 k) := by
    rw [h, key]
    generalize cos (arctan (k * tan (innerK K0 k * R) / innerK K0 k)) = c
    rw [tan_eq_sin_div_cos]
    field_simp
  have hin : deriv (interiorWave K0 k) R = innerK K0 k * cos (innerK K0 k * R) := by
    have e : interiorWave K0 k = fun x => sin (innerK K0 k * x + 0) := by
      funext x
      simp [interiorWave]
    rw [e, deriv_wave, add_zero]
  have hout : deriv (exteriorWave R K0 k) R = k * cos (k * R + phaseShift R K0 k) :=
    deriv_wave k (phaseShift R K0 k) R
  have hden : k * cos (k * R + phaseShift R K0 k) ≠ 0 := mul_ne_zero hk hC
  refine ⟨innerK K0 k * cos (innerK K0 k * R) / (k * cos (k * R + phaseShift R K0 k)),
    div_ne_zero (mul_ne_zero hK hc) hden, ?_, ?_⟩
  · unfold interiorWave exteriorWave
    rw [div_mul_eq_mul_div, eq_div_iff hden]
    linear_combination -hW
  · rw [hin, hout, div_mul_cancel₀ _ hden]
```

If also $\sin KR\neq0$, then $A\sin(kR+d)\neq0$, so the exterior value is nonzero, and dividing slope by value cancels $A$. The condition $\cos KR\neq0$ alone does not make the two logarithmic derivatives well defined. At $KR=\pi$ the cosine is $-1$, but $\tan KR=0$ and $d=-kR$, so both waves vanish at $R$ and neither ratio $u'/u$ is defined, although the join is still smooth. At $k=0$ the exterior wave $\sin(kr+d)$ vanishes identically. `log_derivative_matching` accordingly carries `hs` and `hk`, and proves that the exterior denominator is nonzero together with the equality; `mul_div_mul_left` is the cancellation of $A$.

```lean
/-- For `K0 > 0`, where `cos(KR) ≠ 0`, `k ≠ 0` and the interior wave has no node at `R`, the
exterior wave has none either and the two logarithmic derivatives at `R` agree. -/
theorem log_derivative_matching {R K0 k : ℝ} (hK0 : 0 < K0) (hk : k ≠ 0)
    (hc : cos (innerK K0 k * R) ≠ 0) (hs : interiorWave K0 k R ≠ 0) :
    exteriorWave R K0 k R ≠ 0 ∧
      deriv (interiorWave K0 k) R / interiorWave K0 k R
        = deriv (exteriorWave R K0 k) R / exteriorWave R K0 k R := by
  obtain ⟨A, hA, hv, hd⟩ := smooth_matching hK0 hk hc
  refine ⟨fun h0 => hs (by rw [hv, h0, mul_zero]), ?_⟩
  rw [hv, hd, mul_div_mul_left _ _ hA]
```

## Slope of the phase shift at threshold

Assume $\cos K_0R\neq0$, which excludes a zero-energy resonance, where the exterior zero-energy solution is flat and has no intercept. Write $g(k)=\tan(KR)/K$, so that $d=\arctan(kg)-kR$. The square root is differentiable at $k=0$ because its argument $K_0^2$ is nonzero, the tangent is differentiable at $K_0R$, and $K(0)\neq0$, so $g'(0)$ exists. Then
$$d'(0)=\frac{g(0)+0\cdot g'(0)}{1+(0\cdot g(0))^2}-R=\frac{\tan K_0R}{K_0}-R=-a .$$
The value of $g'(0)$ is never needed. In the code `hK`, `htan` and `hg` are the three differentiability steps, `h2` applies the product and arctangent rules, `h3` subtracts $kR$, and the closing `simp` evaluates the fraction using `innerK_zero`.

```lean
/-- If `K0 > 0` and `cos(K0 R) ≠ 0`, the phase shift has slope minus the scattering length at `k =
0`. -/
theorem phaseShift_hasDerivAt_zero {R K0 : ℝ} (hK0 : 0 < K0) (hc : cos (K0 * R) ≠ 0) :
    HasDerivAt (phaseShift R K0) (-scatteringLength R K0) 0 := by
  have hne : (0 : ℝ) ^ 2 + K0 ^ 2 ≠ 0 := by positivity
  have hK : DifferentiableAt ℝ (innerK K0) 0 :=
    DifferentiableAt.sqrt (f := fun k : ℝ => k ^ 2 + K0 ^ 2) (by fun_prop) hne
  have h1 : DifferentiableAt ℝ tan (innerK K0 0 * R) := by
    rw [innerK_zero hK0]
    exact Real.differentiableAt_tan.2 hc
  have htan : DifferentiableAt ℝ (fun k => tan (innerK K0 k * R)) 0 :=
    DifferentiableAt.comp (g := tan) (f := fun k => innerK K0 k * R) 0 h1 (hK.mul_const R)
  -- g(k) = tan(KR)/K is differentiable at threshold, and d = arctan(k g) - kR
  have hg : DifferentiableAt ℝ (fun k => tan (innerK K0 k * R) / innerK K0 k) 0 :=
    htan.div hK (innerK_pos hK0 0).ne'
  have h2 := ((hasDerivAt_id' (0 : ℝ)).fun_mul hg.hasDerivAt).arctan
  have h3 := h2.fun_sub ((hasDerivAt_id' (0 : ℝ)).mul_const R)
  have e : phaseShift R K0
      = fun k => arctan (k * (tan (innerK K0 k * R) / innerK K0 k)) - k * R := by
    funext k
    simp only [phaseShift, mul_div_assoc]
  rw [e]
  refine h3.congr_deriv ?_
  simp [scatteringLength, innerK_zero hK0]
```

Because $d(0)=0$, the ratio $d(k)/k$ is the difference quotient $(d(k)-d(0))/k$, so $-d(k)/k\to a$. The filter `𝓝[>] 0` means $k\downarrow0$. The first conjunct of `scattering_length_limit` says that $\cos KR\neq0$ for all sufficiently small $k>0$, which follows from continuity (`hcont`) and the nonzero value at $k=0$ (`h0`). Along the limit, then, `smooth_matching` applies and $d$ is the matching phase. The second conjunct is `tendsto_slope_zero_right`, negated and rewritten.

```lean
/-- If `K0 > 0` and `cos(K0 R) ≠ 0`, then `cos(KR) ≠ 0` for all small `k > 0`, and `-d(k)/k` tends
to `R - tan(K0 R)/K0` as `k` decreases to zero. -/
theorem scattering_length_limit {R K0 : ℝ} (hK0 : 0 < K0) (hc : cos (K0 * R) ≠ 0) :
    (∀ᶠ k in 𝓝[>] (0 : ℝ), cos (innerK K0 k * R) ≠ 0) ∧
      Tendsto (fun k => -phaseShift R K0 k / k) (𝓝[>] 0) (𝓝 (scatteringLength R K0)) := by
  constructor
  · have hcont : ContinuousAt (fun k => cos (innerK K0 k * R)) 0 := by
      unfold innerK
      fun_prop
    have h0 : cos (innerK K0 0 * R) ≠ 0 := by
      rw [innerK_zero hK0]
      exact hc
    exact (hcont.eventually_ne h0).filter_mono nhdsWithin_le_nhds
  · -- d(0) = 0, so d(k)/k is the difference quotient at threshold
    have d0 : phaseShift R K0 0 = 0 := by simp [phaseShift]
    have h := (phaseShift_hasDerivAt_zero hK0 hc).tendsto_slope_zero_right.neg
    rw [neg_neg] at h
    refine h.congr (fun k => ?_)
    simp only [zero_add, d0, sub_zero, smul_eq_mul]
    ring
```

The counter-examples given here are ordinary calculations and not theorems of the file. Without `hc` the limit fails. Take $R>0$ and $K_0R=\pi/2$. Then $KR-\pi/2=k^2R/(K+K_0)\approx k^2R/(2K_0)$ for small $k$, so $\tan KR\approx-2K_0/(Rk^2)$ and the argument of the arctangent is about $-2/(Rk)$. Thus $d\to-\pi/2$ and $-d/k\to+\infty$, whereas Lean's tangent returns $0$ at its pole and `scatteringLength` would equal $R$. The branch matters as well: replacing $d$ by $d+n\pi$ with an integer $n\neq0$ matches equally well but makes $-d/k$ diverge.

## Low-energy cross section and the sign of $a$

The s-wave cross section $4\pi\sin^2 d/k^2$ is taken from partial-wave theory and written directly into the statement. By the chain rule $\sin d$ has derivative $\cos(d(0))\,d'(0)=-a$ at zero (`hs`), and it vanishes there, so $\sin d/k\to-a$. Squaring and multiplying by $4\pi$ gives the limit $4\pi a^2$, again for $\cos K_0R\neq0$.

```lean
/-- If `K0 > 0` and `cos(K0 R) ≠ 0`, the s-wave cross section `4π sin² d(k) / k²` tends to `4π a²`
as `k` decreases to zero. -/
theorem cross_section_limit {R K0 : ℝ} (hK0 : 0 < K0) (hc : cos (K0 * R) ≠ 0) :
    Tendsto (fun k => 4 * π * sin (phaseShift R K0 k) ^ 2 / k ^ 2) (𝓝[>] 0)
      (𝓝 (4 * π * scatteringLength R K0 ^ 2)) := by
  have d0 : phaseShift R K0 0 = 0 := by simp [phaseShift]
  have hs : HasDerivAt (fun k => sin (phaseShift R K0 k)) (-scatteringLength R K0) 0 :=
    (phaseShift_hasDerivAt_zero hK0 hc).sin.congr_deriv (by simp [d0])
  have h := (hs.tendsto_slope_zero_right.pow 2).const_mul (4 * π)
  rw [neg_sq] at h
  refine h.congr (fun k => ?_)
  simp only [zero_add, d0, sin_zero, sub_zero, smul_eq_mul]
  ring
```

For $0<y<\pi/2$ one has $y<\tan y$ (`Real.lt_tan`). With $y=K_0R$, division by $K_0$ gives $R<\tan(K_0R)/K_0$, so $a<0$ for a shallow well. This is the only theorem that assumes $R>0$. The upper bound matters: at $K_0R=3\pi/4$ the tangent is $-1$ and $a=R+1/K_0>0$.

```lean
/-- For a well with `R > 0`, `K0 > 0` and `K0 R < π/2` the scattering length is negative. -/
theorem scatteringLength_neg_of_shallow {R K0 : ℝ} (hR : 0 < R) (hK0 : 0 < K0)
    (h : K0 * R < π / 2) : scatteringLength R K0 < 0 := by
  have ht := Real.lt_tan (mul_pos hK0 hR) h
  unfold scatteringLength
  rw [sub_neg, lt_div_iff₀ hK0]
  linarith

end

end SquareWellScattering
```

```lean
#print axioms SquareWellScattering.log_derivative_matching
-- 'SquareWellScattering.log_derivative_matching' depends on axioms: [propext, Classical.choice, Quot.sound]
#print axioms SquareWellScattering.phaseShift_hasDerivAt_zero
-- 'SquareWellScattering.phaseShift_hasDerivAt_zero' depends on axioms: [propext, Classical.choice, Quot.sound]
#print axioms SquareWellScattering.cross_section_limit
-- 'SquareWellScattering.cross_section_limit' depends on axioms: [propext, Classical.choice, Quot.sound]
#print axioms SquareWellScattering.scatteringLength_neg_of_shallow
-- 'SquareWellScattering.scatteringLength_neg_of_shallow' depends on axioms: [propext, Classical.choice, Quot.sound]
```

Logarithmic derivatives at a radius outside the core are a standard way to compare a pseudopotential with the all-electron potential it replaces, and the scattering length sets the strength of a contact interaction at low energy; here both are obtained for a single particle in the s-wave channel of a piecewise-constant potential with two parameters.
